# For finitely many doubly occupied plane waves, the direct second-order tail is twice the MP2 tail

Let electrons with the Coulomb interaction, proportional to $1/q^2$, doubly occupy a finite, non-empty set of plane waves, and take free-particle kinetic energies in the denominators. As the momentum transfer $q$ grows, the direct second-order energy contribution at $q$, divided by the MP2 contribution, tends to 2. The numerators for a single pair of occupied momenta, summed over spins, already have this limiting ratio. Direct RPA shares the direct second-order tail in the following sense: at a fixed imaginary frequency, the ratio of its integrand to its own second-order term tends to 1, provided that the polarisability is real, and bounded and nonzero at large $q$.

A plane-wave cutoff discards large momentum transfers, so in this finite model with free-particle denominators the leading discarded term at each $q$ is twice as large for the direct energy as for MP2.

## Momenta, numerators and denominators

Momenta are vectors in a real inner product space `E`, of which $\mathbb R^3$ is the physical case. The filter `cobounded E` expresses $\|q\|\to\infty$ in any direction, and `∀ᶠ q in cobounded E` means "for all $q$ outside some bounded set". If `E` contains only the zero vector, there are no large $q$ and the limits hold vacuously.

In Lean 4 with Mathlib:

```lean
import Mathlib

open Filter Topology Bornology

namespace ElectronGasTail

noncomputable section

variable {E : Type*} [NormedAddCommGroup E] [InnerProductSpace ℝ E]
```

The Coulomb interaction is $v(q)=1/\|q\|^2$. Its constant prefactor cancels in the ratios of energies.

```lean
/-- The Coulomb interaction in momentum space, without its constant prefactor. -/
def coulomb (q : E) : ℝ := 1 / ‖q‖ ^ 2
```

A pair with momenta $p_1,p_2$ is excited to $p_1+q,\ p_2-q$. Without exchange, each of the four spin combinations contributes $v(q)^2$.

```lean
/-- The direct second-order numerator, summed over the four spin combinations of a pair. -/
def directWeight (q : E) : ℝ := 4 * coulomb q ^ 2
```

In MP2, the two like-spin combinations also have an exchange term. Exchanging the final states changes the transfer to $q+k$ up to sign, with $k=p_1-p_2$. The numerator is therefore $2v(q)^2+2v(q)\,(v(q)-v(q+k))$.

```lean
/-- The MP2 numerator: two opposite-spin terms and two like-spin terms with exchange,
where `k` is the momentum difference of the pair. -/
def mp2Weight (k q : E) : ℝ :=
  2 * coulomb q ^ 2 + 2 * coulomb q * (coulomb q - coulomb (q + k))
```

The denominator is the kinetic excitation energy $\Delta(q)$ of the pair. Hartree–Fock exchange shifts of the orbital energies are left out.

```lean
/-- The kinetic energy needed to excite the pair `p₁, p₂` to `p₁ + q, p₂ - q`,
in atomic units. -/
def excitationEnergy (p₁ p₂ q : E) : ℝ :=
  (‖p₁ + q‖ ^ 2 + ‖p₂ - q‖ ^ 2 - ‖p₁‖ ^ 2 - ‖p₂‖ ^ 2) / 2
```

For a numerator $w$ and a set `occ` of $N$ occupied momenta, the contribution at $q$ is $-\tfrac12\sum_{p_1,p_2}w/\Delta$. The definition does not check that the final states are empty, but for a finite set they are once $q$ is large enough.

```lean
/-- The second-order energy contribution at momentum transfer `q` for the numerator `w`,
summed over all pairs of occupied momenta. -/
def secondOrder (w : E → E → ℝ) (occ : Finset E) (q : E) : ℝ :=
  -(1 / 2) * ∑ p₁ ∈ occ, ∑ p₂ ∈ occ, w (p₁ - p₂) q / excitationEnergy p₁ p₂ q
```

## (a) Large transfers are nonzero

**Task.** Show that $\|q\|>0$ for all sufficiently large $q$.

**Solution.** Since $\|q\|\to\infty$, the norm eventually exceeds any given number, in particular 0. This permits the later divisions by $\|q\|$.

```lean
omit [InnerProductSpace ℝ E] in
/-- A large momentum transfer is nonzero. -/
lemma eventually_norm_pos : ∀ᶠ q : E in cobounded E, 0 < ‖q‖ :=
  tendsto_norm_cobounded_atTop.eventually_gt_atTop 0
```

## (b) A fixed momentum becomes negligible

**Task.** Show that $\|k\|/\|q\|\to0$ for fixed $k$.

**Solution.** The numerator is constant and the denominator tends to infinity.

```lean
omit [InnerProductSpace ℝ E] in
/-- A fixed momentum is negligible compared with a large momentum transfer. -/
lemma fixed_div_norm (k : E) :
    Tendsto (fun q : E => ‖k‖ / ‖q‖) (cobounded E) (𝓝 0) :=
  tendsto_norm_cobounded_atTop.const_div_atTop ‖k‖
```

## (c) Exchange approaches the direct interaction

**Task.** Show that $v(q+k)/v(q)\to1$.

**Solution.** The reverse triangle inequality gives
$$\left|\frac{\|q+k\|}{\|q\|}-1\right|=\frac{\big|\|q+k\|-\|q\|\big|}{\|q\|}\le\frac{\|k\|}{\|q\|}\to0 .$$
Hence $\|q+k\|/\|q\|\to1$. Squaring and inverting gives $v(q+k)/v(q)=(\|q+k\|/\|q\|)^{-2}\to1$. In the code, `squeeze_zero'` applies the bound, and `h2` is the squared and inverted limit.

```lean
/-- At large momentum transfer the exchange interaction approaches the direct one. -/
theorem coulomb_shift_ratio (k : E) :
    Tendsto (fun q : E => coulomb (q + k) / coulomb q) (cobounded E) (𝓝 1) := by
  have h : Tendsto (fun q : E => ‖q + k‖ / ‖q‖) (cobounded E) (𝓝 1) := by
    rw [tendsto_iff_norm_sub_tendsto_zero]
    refine squeeze_zero' (Eventually.of_forall fun q => norm_nonneg _) ?_ (fixed_div_norm k)
    filter_upwards [eventually_norm_pos] with q hq
    have e : ‖q + k‖ / ‖q‖ - 1 = (‖q + k‖ - ‖q‖) / ‖q‖ := by
      rw [sub_div, div_self hq.ne']
    -- the reverse triangle inequality controls the shift
    have t : |‖q + k‖ - ‖q‖| ≤ ‖k‖ := by
      simpa using abs_norm_sub_norm_le (q + k) q
    rw [e, Real.norm_eq_abs, abs_div, abs_of_pos hq]
    exact div_le_div_of_nonneg_right t hq.le
  have h2 := (h.pow 2).inv₀ (by norm_num)
  rw [one_pow, inv_one] at h2
  refine h2.congr fun q => ?_
  simp [coulomb, div_eq_mul_inv, mul_pow, mul_comm]
```

## (d) The excitation energy in closed form

**Task.** Show that $\Delta(q)=\|q\|^2+\langle q,p_1-p_2\rangle$.

**Solution.** Expand the two squares:
$$\|p_1+q\|^2=\|p_1\|^2+2\langle p_1,q\rangle+\|q\|^2,\qquad \|p_2-q\|^2=\|p_2\|^2-2\langle p_2,q\rangle+\|q\|^2 .$$
Add them, subtract $\|p_1\|^2+\|p_2\|^2$ and halve the result.

```lean
/-- The excitation energy is the squared transfer plus its overlap with the
momentum difference of the pair. -/
theorem excitationEnergy_eq (p₁ p₂ q : E) :
    excitationEnergy p₁ p₂ q = ‖q‖ ^ 2 + inner ℝ q (p₁ - p₂) := by
  unfold excitationEnergy
  rw [norm_add_sq_real, norm_sub_sq_real, inner_sub_right,
    real_inner_comm p₁ q, real_inner_comm p₂ q]
  ring
```

## (e) Every pair has the same leading denominator

**Task.** Show that $\Delta(q)/\|q\|^2\to1$.

**Solution.** By (d) and the Cauchy–Schwarz inequality,
$$\left|\frac{\Delta(q)}{\|q\|^2}-1\right|=\frac{|\langle q,p_1-p_2\rangle|}{\|q\|^2}\le\frac{\|p_1-p_2\|}{\|q\|}\to0 .$$
The equation `e` is the first step, and `abs_real_inner_le_norm` is Cauchy–Schwarz.

```lean
/-- At large transfer the excitation energy of every pair grows as `‖q‖ ^ 2`. -/
theorem excitationEnergy_ratio (p₁ p₂ : E) :
    Tendsto (fun q : E => excitationEnergy p₁ p₂ q / ‖q‖ ^ 2) (cobounded E) (𝓝 1) := by
  rw [tendsto_iff_norm_sub_tendsto_zero]
  refine squeeze_zero' (Eventually.of_forall fun q => norm_nonneg _) ?_
    (fixed_div_norm (p₁ - p₂))
  filter_upwards [eventually_norm_pos] with q hq
  have hq2 : 0 < ‖q‖ ^ 2 := by positivity
  have e : excitationEnergy p₁ p₂ q / ‖q‖ ^ 2 - 1 = inner ℝ q (p₁ - p₂) / ‖q‖ ^ 2 := by
    rw [excitationEnergy_eq, add_div, div_self hq2.ne']
    ring
  have e2 : ‖p₁ - p₂‖ / ‖q‖ = ‖q‖ * ‖p₁ - p₂‖ / ‖q‖ ^ 2 := by
    field_simp
  rw [e, e2, Real.norm_eq_abs, abs_div, abs_of_pos hq2]
  exact div_le_div_of_nonneg_right (abs_real_inner_le_norm _ _) hq2.le
```

## (f) The direct numerator

**Task.** Show that $\|q\|^4\cdot4v(q)^2\to4$.

**Solution.** For $q\ne0$ the product equals $\|q\|^4\cdot4/\|q\|^4=4$ exactly.

```lean
/-- The direct numerator has the tail `4 / ‖q‖ ^ 4`. -/
theorem directWeight_tail :
    Tendsto (fun q : E => ‖q‖ ^ 4 * directWeight q) (cobounded E) (𝓝 4) := by
  refine tendsto_const_nhds.congr' ?_
  filter_upwards [eventually_norm_pos] with q hq
  unfold directWeight coulomb
  field_simp
```

## (g) The MP2 numerator

**Task.** Show that $\|q\|^4$ times the MP2 numerator tends to 2.

**Solution.** The numerator equals $4v(q)^2-2v(q)v(q+k)$. For $q\neq0$ we have $\|q\|^4=1/v(q)^2$, so the product is
$$4-2\,\frac{v(q+k)}{v(q)}\to4-2=2$$
by (c). The like-spin part vanishes at this order, and the remaining 2 comes from opposite spins. The final `linear_combination` verifies the algebra from $\|q\|^2v(q)=1$.

```lean
/-- The MP2 numerator has the tail `2 / ‖q‖ ^ 4`. -/
theorem mp2Weight_tail (k : E) :
    Tendsto (fun q : E => ‖q‖ ^ 4 * mp2Weight k q) (cobounded E) (𝓝 2) := by
  have h : Tendsto (fun q : E => 4 - 2 * (coulomb (q + k) / coulomb q))
      (cobounded E) (𝓝 (4 - 2 * 1)) :=
    tendsto_const_nhds.sub ((coulomb_shift_ratio k).const_mul 2)
  rw [show (4 : ℝ) - 2 * 1 = 2 by norm_num] at h
  refine h.congr' ?_
  filter_upwards [eventually_norm_pos] with q hq
  unfold mp2Weight
  generalize coulomb (q + k) = w
  have hv : ‖q‖ ^ 2 * coulomb q = 1 := by
    unfold coulomb
    exact mul_one_div_cancel (by positivity)
  have hd : w / coulomb q = w * ‖q‖ ^ 2 := by
    simp [coulomb]
  rw [hd]
  linear_combination (-4 * (‖q‖ ^ 2 * coulomb q + 1) + 2 * w * ‖q‖ ^ 2) * hv
```

## (h) The ratio for a fixed momentum difference

**Task.** For fixed $k$, show that
$$\frac{4v(q)^2}{2v(q)^2+2v(q)\,(v(q)-v(q+k))}\to2 .$$

**Solution.** Multiply numerator and denominator by $\|q\|^4$. By (f) and (g) they tend to 4 and 2, and the second limit is nonzero, so the quotient tends to $4/2=2$.

```lean
/-- For a fixed momentum difference `k`, the ratio of the direct to the MP2 numerator
tends to two at large momentum transfer. -/
theorem weight_ratio (k : E) :
    Tendsto (fun q : E => directWeight q / mp2Weight k q) (cobounded E) (𝓝 2) := by
  have h := directWeight_tail.div (mp2Weight_tail k) two_ne_zero
  rw [show (4 : ℝ) / 2 = 2 by norm_num] at h
  refine h.congr' ?_
  filter_upwards [eventually_norm_pos] with q hq
  exact mul_div_mul_left _ _ (pow_ne_zero 4 hq.ne')
```

## (i) From one pair to all pairs

**Task.** Suppose that $\|q\|^4w\to c$ for every momentum difference. Show that $\|q\|^6$ times the energy contribution tends to $-\tfrac c2N^2$.

**Solution.** For one pair, (e) gives
$$\|q\|^6\,\frac{w}{\Delta(q)}=\frac{\|q\|^4w}{\Delta(q)/\|q\|^2}\to\frac c1=c .$$
There are $N^2$ ordered pairs. A finite sum of limits is the limit of the sum, and the prefactor $-\tfrac12$ completes the result. In the code, `h` is the limit for one pair and `hs` the summed limit.

```lean
/-- A numerator with tail `c / ‖q‖ ^ 4` for every pair gives an energy contribution with
tail `-(c / 2) N ^ 2 / ‖q‖ ^ 6`, where `N` is the number of occupied momenta. -/
theorem secondOrder_tail (w : E → E → ℝ) (c : ℝ) (occ : Finset E)
    (hw : ∀ k, Tendsto (fun q : E => ‖q‖ ^ 4 * w k q) (cobounded E) (𝓝 c)) :
    Tendsto (fun q : E => ‖q‖ ^ 6 * secondOrder w occ q) (cobounded E)
      (𝓝 (-(c / 2) * (occ.card : ℝ) ^ 2)) := by
  have h : ∀ p₁ p₂ : E, Tendsto
      (fun q : E => ‖q‖ ^ 6 * (w (p₁ - p₂) q / excitationEnergy p₁ p₂ q))
      (cobounded E) (𝓝 c) := by
    intro p₁ p₂
    have t := (hw (p₁ - p₂)).div (excitationEnergy_ratio p₁ p₂) one_ne_zero
    rw [div_one] at t
    refine t.congr fun q => ?_
    show ‖q‖ ^ 4 * w (p₁ - p₂) q / (excitationEnergy p₁ p₂ q / ‖q‖ ^ 2) = _
    rw [div_div_eq_mul_div]
    ring
  -- add the finitely many pair limits
  have hs : Tendsto (fun q : E => -(1 / 2 : ℝ) * ∑ p₁ ∈ occ, ∑ p₂ ∈ occ,
      ‖q‖ ^ 6 * (w (p₁ - p₂) q / excitationEnergy p₁ p₂ q)) (cobounded E)
      (𝓝 (-(1 / 2 : ℝ) * ∑ _p₁ ∈ occ, ∑ _p₂ ∈ occ, c)) :=
    Tendsto.const_mul _ (tendsto_finsetSum _ fun p₁ _ =>
      tendsto_finsetSum _ fun p₂ _ => h p₁ p₂)
  have e : -(1 / 2 : ℝ) * ∑ _p₁ ∈ occ, ∑ _p₂ ∈ occ, c
      = -(c / 2) * (occ.card : ℝ) ^ 2 := by
    simp only [Finset.sum_const, nsmul_eq_mul]
    ring
  rw [e] at hs
  refine hs.congr fun q => ?_
  simp only [secondOrder, ← Finset.mul_sum]
  ring
```

## (j) The energy tails differ by a factor of two

**Task.** For a non-empty occupied set, show that the direct contribution divided by the MP2 contribution tends to 2.

**Solution.** Use (i) with $c=4$ and $c=2$. After multiplication by $\|q\|^6$, the contributions tend to $-2N^2$ and $-N^2$. Since $N\ne0$, the quotient tends to 2, and the common factor $\|q\|^6$ cancels. The hypothesis `hocc` supplies $N\neq0$.

```lean
/-- For any finite non-empty set of occupied momenta, the ratio of the direct second-order energy
contribution to the MP2 contribution tends to two at large momentum transfer. -/
theorem direct_tail_twice_mp2 (occ : Finset E) (hocc : occ.Nonempty) :
    Tendsto (fun q : E => secondOrder (fun _ => directWeight) occ q
      / secondOrder mp2Weight occ q) (cobounded E) (𝓝 2) := by
  have hN : (occ.card : ℝ) ≠ 0 := by
    exact_mod_cast hocc.card_pos.ne'
  have hD := secondOrder_tail (fun _ => directWeight) 4 occ (fun _ => directWeight_tail)
  have hM := secondOrder_tail mp2Weight 2 occ mp2Weight_tail
  have hne : -((2 : ℝ) / 2) * (occ.card : ℝ) ^ 2 ≠ 0 :=
    mul_ne_zero (by norm_num) (pow_ne_zero 2 hN)
  have h := hD.div hM hne
  have e : -((4 : ℝ) / 2) * (occ.card : ℝ) ^ 2 / (-((2 : ℝ) / 2) * (occ.card : ℝ) ^ 2)
      = 2 := by
    rw [div_eq_iff hne]
    ring
  rw [e] at h
  refine h.congr' ?_
  filter_upwards [eventually_norm_pos] with q hq
  exact mul_div_mul_left _ _ (pow_ne_zero 6 hq.ne')
```

## (k) The ring sum at weak coupling

**Task.** Show that $\log(1+x)-x$, divided by $-x^2/2$, tends to 1 as $x\to0$ with $x\ne0$.

**Solution.** For $|x|<\tfrac12$ the logarithm series gives
$$\left|\log(1+x)-x+\tfrac{x^2}{2}\right|\le\sum_{n\ge3}|x|^n=\frac{|x|^3}{1-|x|}\le2|x|^3 .$$
Therefore
$$\left|\frac{\log(1+x)-x}{-x^2/2}-1\right|=\frac{2\left|\log(1+x)-x+x^2/2\right|}{x^2}\le4|x|\to0 .$$
The notation `𝓝[≠] 0` stands for approaching 0 without reaching it. The bounds `b` and `b2` are the two inequalities of the first display.

```lean
/-- For small coupling `x` the ring sum `log (1 + x) - x` approaches its second-order
term `-x ^ 2 / 2` in ratio. -/
theorem ring_sum_ratio :
    Tendsto (fun x : ℝ => (Real.log (1 + x) - x) / (-x ^ 2 / 2)) (𝓝[≠] 0) (𝓝 1) := by
  rw [tendsto_iff_norm_sub_tendsto_zero]
  have h0 : Tendsto (fun x : ℝ => 4 * |x|) (𝓝[≠] 0) (𝓝 0) := by
    have c : Continuous fun x : ℝ => 4 * |x| := by fun_prop
    simpa using (c.tendsto 0).mono_left nhdsWithin_le_nhds
  refine squeeze_zero' (Eventually.of_forall fun x => norm_nonneg _) ?_ h0
  filter_upwards [self_mem_nhdsWithin, h0.eventually_lt_const (show (0 : ℝ) < 2 by norm_num)]
    with x hx hs
  have hx0 : x ≠ 0 := hx
  have hx1 : |x| < 1 / 2 := by linarith
  -- Taylor remainder of the logarithm after second order
  have b := Real.abs_log_sub_add_sum_range_le (x := -x) (by rw [abs_neg]; linarith) 2
  have e : (∑ i ∈ Finset.range 2, (-x) ^ (i + 1) / ((i : ℝ) + 1)) + Real.log (1 - -x)
      = Real.log (1 + x) - x + x ^ 2 / 2 := by
    simp only [Finset.sum_range_succ, Finset.sum_range_zero, sub_neg_eq_add]
    push_cast
    ring
  rw [e, abs_neg] at b
  have b2 : |x| ^ (2 + 1) / (1 - |x|) ≤ 2 * |x| ^ 3 := by
    rw [div_le_iff₀ (by linarith)]
    have p : 0 ≤ |x| ^ 3 * (1 - 2 * |x|) :=
      mul_nonneg (pow_nonneg (abs_nonneg x) 3) (by linarith)
    have d : 2 * |x| ^ 3 * (1 - |x|) - |x| ^ (2 + 1) = |x| ^ 3 * (1 - 2 * |x|) := by
      ring
    exact sub_nonneg.mp (le_of_le_of_eq p d.symm)
  have e2 : (Real.log (1 + x) - x) / (-x ^ 2 / 2) - 1
      = (-2) * (Real.log (1 + x) - x + x ^ 2 / 2) / x ^ 2 := by
    field_simp
    ring
  have e3 : 4 * |x| * x ^ 2 = 4 * |x| ^ 3 := by
    rw [← sq_abs x]
    ring
  rw [e2, Real.norm_eq_abs, abs_div, abs_mul, abs_of_nonneg (sq_nonneg x),
    div_le_iff₀ (by positivity), e3, show |(-2 : ℝ)| = 2 by norm_num]
  linarith
```

## (l) The direct RPA integrand

**Task.** Let $P(q)$ be the polarisability at a fixed imaginary frequency, with $|P(q)|\le C$ and $P(q)\ne0$ for large $q$. Show that $\log(1+vP)-vP$, divided by $-(vP)^2/2$, tends to 1.

**Solution.** Set $x=v(q)P(q)$. Then $|x|\le C\,v(q)\to0$, and $x\neq0$ for large $q$, so (k) applies.

Here $P$ is minus the density response of the non-interacting electrons, multiplied by the constant Coulomb prefactor that was left out of $v$. The theorem takes $P$ to be real, as it is when the occupied set contains $-p$ together with every $p$. Boundedness says that this response stays finite, and $P\ne0$ says that the electrons do respond at that transfer. Both are assumed, not derived from the occupied set. The theorem compares integrands at one frequency and does not take the frequency integral that yields the energy.

```lean
/-- If the polarisability `P` at a fixed imaginary frequency, with the constant Coulomb prefactor
absorbed into it, is bounded and nonzero at large transfer, the direct RPA integrand there
approaches its second-order term in ratio. -/
theorem rpa_integrand_tail (P : E → ℝ) (C : ℝ)
    (hC : ∀ᶠ q in cobounded E, |P q| ≤ C) (hP : ∀ᶠ q in cobounded E, P q ≠ 0) :
    Tendsto (fun q : E => (Real.log (1 + coulomb q * P q) - coulomb q * P q)
      / (-(coulomb q * P q) ^ 2 / 2)) (cobounded E) (𝓝 1) := by
  have hv : Tendsto (fun q : E => coulomb q * C) (cobounded E) (𝓝 0) := by
    have t : Tendsto (fun q : E => ‖q‖ ^ 2) (cobounded E) atTop :=
      (tendsto_pow_atTop two_ne_zero).comp tendsto_norm_cobounded_atTop
    simpa [coulomb] using (t.const_div_atTop 1).mul_const C
  have hx : Tendsto (fun q : E => coulomb q * P q) (cobounded E) (𝓝 0) := by
    refine squeeze_zero_norm' ?_ hv
    filter_upwards [hC] with q hq
    have hc : 0 ≤ coulomb q := by unfold coulomb; positivity
    rw [Real.norm_eq_abs, abs_mul, abs_of_nonneg hc]
    exact mul_le_mul_of_nonneg_left hq hc
  refine ring_sum_ratio.comp (tendsto_nhdsWithin_iff.mpr ⟨hx, ?_⟩)
  filter_upwards [hP, eventually_norm_pos] with q hq hn
  have hc : coulomb q ≠ 0 := by unfold coulomb; positivity
  exact mul_ne_zero hc hq

end

end ElectronGasTail
```

```lean
#print axioms ElectronGasTail.weight_ratio
#print axioms ElectronGasTail.direct_tail_twice_mp2
#print axioms ElectronGasTail.rpa_integrand_tail
```

```
'ElectronGasTail.weight_ratio' depends on axioms: [propext, Classical.choice, Quot.sound]
'ElectronGasTail.direct_tail_twice_mp2' depends on axioms: [propext, Classical.choice, Quot.sound]
'ElectronGasTail.rpa_integrand_tail' depends on axioms: [propext, Classical.choice, Quot.sound]
```

## Like-spin pairs alone, and a filled Fermi ball

The argument in (i) also covers $c=0$. The like-spin numerator $2v(q)\,(v(q)-v(q+k))$ is of this kind, since $\|q\|^4$ times it equals $2-2v(q+k)/v(q)\to0$. The like-spin MP2 contribution therefore decays faster than $\|q\|^{-6}$.

The occupied momenta could also have been modelled as a filled Fermi ball, with integrals in place of the finite sums. The factor $N^2$ would become the square of the ball's volume, and the ratio would remain 2. Bounds uniform over the pairs would justify exchanging limit and integral; the estimates in (c) and (e) supply them, because momentum differences within the ball are bounded.
